# The gcd of the species counts turns every symmetry translation of a finite crystal cell into a lattice vector

Let a periodic crystal have finitely many atoms per cell, at least one, and let $g$ be the greatest common divisor of the numbers of atoms of its species. If translation by $t$, in fractional coordinates, carries every atom to an atom of the same species, then

$$
g\,t\in\mathbb Z^n .
$$

Every component of a symmetry translation is therefore a multiple of $1/g$. If $g=1$, the only symmetry translations are the lattice vectors of the given cell, and the cell is already primitive. In general, the order of any group of symmetry translations, counted modulo lattice vectors, divides $g$.

## Restricting the search for a primitive cell

A program can reduce a supercell by finding the fractional translations that preserve the crystal. One way to get candidates is to choose an atom and form the differences between its position and those of all atoms of the same species. Each candidate is then tested on the whole crystal.

For exact positions, the result allows two checks before that test. If $g=1$, there is nothing to search for. If $g>1$, a candidate $t$ for which $g\,t$ is not an integer vector can be rejected without comparing any atoms. The divisibility of the group order gives a check at the end: the number of translations found, with zero included, must divide $g$.

The conventional cubic cell of rock salt has four cations and four anions, so $g=4$. Its symmetry translations are zero and the three face-centring vectors, such as $(\tfrac12,\tfrac12,0)$. There are four of them, and four times each is an integer vector.

A value $g>1$ does not show that the cell can be reduced. Two atoms of one species at $0$ and $0.3$ in a one-dimensional cell give $g=2$, but translation by $\tfrac12$ does not preserve them.

For electronic-structure calculations, the result limits how far a cell with exactly known positions and species labels can be reduced by pure translations before the calculation starts.

## Summing the positions before and after translation

Let $X_s$ be the finite set of positions of species $s$ in the torus $\mathbb R^n/\mathbb Z^n$, let $N_s=|X_s|$, and let $\tau$ be the class of $t$ modulo $\mathbb Z^n$. The assumption is that $x+\tau\in X_s$ for every $x\in X_s$.

The map $x\mapsto x+\tau$ is injective and sends the finite set $X_s$ into itself, so it permutes $X_s$. A permutation does not change the sum of all positions:

$$
\sum_{x\in X_s}x=\sum_{x\in X_s}(x+\tau)=\sum_{x\in X_s}x+N_s\,\tau .
$$

Cancelling the common sum gives $N_s\,\tau=0$ in the torus.

This holds for each species. At least one $N_s$ is positive, so $\tau$ has a finite order $d$, the smallest positive integer with $d\,\tau=0$. This $d$ divides every $N_s$ and therefore divides $g=\gcd_s N_s$. Hence $g\,\tau=0$. A vector is zero in the torus exactly when all its components are integers, so $g\,t_i\in\mathbb Z$ for every $i$. Since $g$ divides a positive $N_s$, it is itself positive.

For $g=1$ this says that $t$ is an integer vector. Conversely, an integer vector is zero in the torus and moves no atom.

Now let $H$ be a group of symmetry translations in the torus. If $x\in X_s$, the whole class $x+H$ lies in $X_s$. Two such classes are either equal or disjoint, and each has $|H|$ elements, because $x+a=x+b$ forces $a=b$. So $X_s$ splits into classes of equal size, $|H|$ divides every $N_s$, and $|H|$ divides $g$. This adds to the first result: in three dimensions, the condition $g\,t\in\mathbb Z^3$ alone leaves $g^3$ classes of translations, while the group has at most $g$ elements.

The factor $g$ is sharp in every dimension $n\ge1$. Put $g$ atoms of one species at $k\,(1/g,\dots,1/g)$ for $k=0,\dots,g-1$. Translation by $(1/g,\dots,1/g)$ moves each atom to the next and the last to the first. A multiple $k$ of this vector has components $k/g$, which are integers only if $g$ divides $k$.

## The complete Lean file

```lean
import Mathlib

open Finset
open scoped Classical

noncomputable section

namespace PrimitiveCellDetection

variable {n : ℕ} {σ : Type*}

/-- The unit cell with periodic boundary conditions, in fractional coordinates. -/
abbrev Torus (n : ℕ) := Fin n → UnitAddCircle

/-- Reduction of a vector in fractional coordinates modulo lattice vectors. -/
def toTorus (t : Fin n → ℝ) : Torus n := fun i => (t i : UnitAddCircle)

/-- Translation by `τ` carries every atom to an atom of the same species. -/
def Preserves (X : σ → Finset (Torus n)) (τ : Torus n) : Prop :=
  ∀ s, ∀ x ∈ X s, x + τ ∈ X s

/-- The greatest common divisor of the numbers of atoms of the species in the cell. -/
def atomGcd [Fintype σ] (X : σ → Finset (Torus n)) : ℕ :=
  univ.gcd fun s => (X s).card

/-- A vector reduces to zero exactly when all its fractional coordinates are integers. -/
theorem toTorus_eq_zero_iff (t : Fin n → ℝ) :
    toTorus t = 0 ↔ ∃ m : Fin n → ℤ, ∀ i, t i = m i := by
  constructor
  · intro h
    have h' : ∀ i, ∃ m : ℤ, t i = m := fun i => by
      obtain ⟨m, hm⟩ := (AddCircle.coe_eq_zero_iff (1 : ℝ)).1 (congrFun h i)
      exact ⟨m, by simpa using hm.symm⟩
    choose m hm using h'
    exact ⟨m, hm⟩
  · rintro ⟨m, hm⟩
    funext i
    exact (AddCircle.coe_eq_zero_iff (1 : ℝ)).2 ⟨m i, by simp [hm i]⟩

/-- Reduction modulo lattice vectors commutes with taking natural multiples. -/
theorem toTorus_nsmul (k : ℕ) (t : Fin n → ℝ) :
    toTorus (fun i => (k : ℝ) * t i) = k • toTorus t := by
  funext i
  change (((k : ℝ) * t i : ℝ) : UnitAddCircle) = k • (t i : UnitAddCircle)
  rw [← nsmul_eq_mul, AddCircle.coe_nsmul]

/-- A translation carries atoms to atoms of the same species exactly when it maps the set of
atoms of each species onto itself. -/
theorem preserves_iff_image_eq (X : σ → Finset (Torus n)) (τ : Torus n) :
    Preserves X τ ↔ ∀ s, (X s).image (fun x => x + τ) = X s := by
  constructor
  · intro h s
    apply Finset.eq_of_subset_of_card_le
    · intro y hy
      obtain ⟨x, hx, rfl⟩ := mem_image.1 hy
      exact h s x hx
    · exact (card_image_of_injective _ (add_left_injective τ)).ge
  · intro h s x hx
    have hm := mem_image_of_mem (fun x => x + τ) hx
    rw [h s] at hm
    exact hm

/-- A symmetry translation, repeated as many times as there are atoms of a given species,
is zero modulo lattice vectors. -/
theorem species_card_nsmul {X : σ → Finset (Torus n)} {τ : Torus n}
    (h : Preserves X τ) (s : σ) : (X s).card • τ = 0 := by
  -- the sum of all positions is unchanged by the translation
  have e : ∑ x ∈ X s, (x + τ) = ∑ x ∈ X s, x := by
    conv_rhs => rw [← (preserves_iff_image_eq X τ).1 h s]
    rw [sum_image (add_left_injective τ).injOn]
  rw [sum_add_distrib, sum_const] at e
  exact add_left_cancel (e.trans (add_zero _).symm)

/-- If translation by `t` preserves a crystal with at least one atom, then the gcd `g` of the
numbers of atoms per species is positive and `g t` is an integer vector. -/
theorem gcd_mul_translation_integral [Fintype σ] (X : σ → Finset (Torus n))
    (hX : ∃ s, (X s).Nonempty) (t : Fin n → ℝ) (h : Preserves X (toTorus t)) :
    0 < atomGcd X ∧ ∃ m : Fin n → ℤ, ∀ i, (atomGcd X : ℝ) * t i = m i := by
  constructor
  · obtain ⟨s, hs⟩ := hX
    have hd : atomGcd X ∣ (X s).card := Finset.gcd_dvd (mem_univ s)
    exact Nat.pos_of_dvd_of_pos hd hs.card_pos
  · -- the order of the translation divides every species count, hence their gcd
    have hd : addOrderOf (toTorus t) ∣ atomGcd X :=
      Finset.dvd_gcd fun s _ => addOrderOf_dvd_of_nsmul_eq_zero (species_card_nsmul h s)
    apply (toTorus_eq_zero_iff _).1
    rw [toTorus_nsmul]
    exact addOrderOf_dvd_iff_nsmul_eq_zero.1 hd

/-- If the numbers of atoms per species have gcd one, the translations preserving the crystal
are exactly the integer vectors. -/
theorem primitive_of_gcd_eq_one [Fintype σ] (X : σ → Finset (Torus n))
    (hg : atomGcd X = 1) (t : Fin n → ℝ) :
    Preserves X (toTorus t) ↔ ∃ m : Fin n → ℤ, ∀ i, t i = m i := by
  rw [← toTorus_eq_zero_iff]
  constructor
  · intro h
    have hd : addOrderOf (toTorus t) ∣ atomGcd X :=
      Finset.dvd_gcd fun s _ => addOrderOf_dvd_of_nsmul_eq_zero (species_card_nsmul h s)
    have h1 := addOrderOf_dvd_iff_nsmul_eq_zero.1 hd
    rwa [hg, one_nsmul] at h1
  · intro h s x hx
    rw [h, add_zero]
    exact hx

/-- The order of any group of translations preserving the crystal divides the gcd of the
numbers of atoms per species. -/
theorem card_translations_dvd_gcd [Fintype σ] (X : σ → Finset (Torus n))
    (H : AddSubgroup (Torus n)) (hH : ∀ τ ∈ H, Preserves X τ) :
    Nat.card H ∣ atomGcd X := by
  refine Finset.dvd_gcd fun s _ => ?_
  change Nat.card H ∣ (X s).card
  -- sort the atoms into classes of translationally equivalent ones
  rw [card_eq_sum_card_image (fun x : Torus n => (QuotientAddGroup.mk x : Torus n ⧸ H)) (X s)]
  refine Finset.dvd_sum fun q hq => ?_
  obtain ⟨x, hx, rfl⟩ := mem_image.1 hq
  have hmk : ∀ h : H, (QuotientAddGroup.mk (x + (h : Torus n)) : Torus n ⧸ H)
      = QuotientAddGroup.mk x := fun h => by
    apply QuotientAddGroup.eq.2
    have e : -(x + (h : Torus n)) + x = -(h : Torus n) := by abel
    rw [e]
    exact H.neg_mem h.2
  -- each class is a copy of the translation group
  apply dvd_of_eq
  rw [← Nat.card_eq_finsetCard]
  refine Nat.card_eq_of_bijective
    (fun h : H => ⟨x + (h : Torus n), mem_filter.2 ⟨hH h h.2 s x hx, hmk h⟩⟩) ⟨?_, ?_⟩
  · intro a b hab
    have e : x + (a : Torus n) = x + (b : Torus n) := congrArg Subtype.val hab
    exact Subtype.ext (add_left_cancel e)
  · rintro ⟨y, hy⟩
    have hm : -x + y ∈ H := QuotientAddGroup.eq.1 (mem_filter.1 hy).2.symm
    exact ⟨⟨-x + y, hm⟩, Subtype.ext (add_neg_cancel_left x y)⟩

/-- The vector with all fractional coordinates equal to `1 / g`. -/
def diagonalStep (n g : ℕ) : Fin n → ℝ := fun _ => 1 / (g : ℝ)

/-- Atoms at the multiples `0, 1, ..., g - 1` of the diagonal step. -/
def diagonalChain (n g : ℕ) : Finset (Torus n) :=
  (range g).image fun k => k • toTorus (diagonalStep n g)

/-- For `g > 0` and in dimension at least one, the diagonal chain has `g` atoms and is preserved by
the diagonal step, and a multiple `k` of this step is an integer vector only if `g` divides `k`. -/
theorem diagonalChain_sharp (n g : ℕ) (hg : 0 < g) :
    (diagonalChain (n + 1) g).card = g ∧
    Preserves (fun _ : Unit => diagonalChain (n + 1) g) (toTorus (diagonalStep (n + 1) g)) ∧
    ∀ k : ℕ, (∃ m : Fin (n + 1) → ℤ, ∀ i, (k : ℝ) * diagonalStep (n + 1) g i = m i) →
      g ∣ k := by
  have ho : addOrderOf ((1 / (g : ℝ) : ℝ) : UnitAddCircle) = g :=
    AddCircle.addOrderOf_period_div hg
  have hz : g • toTorus (diagonalStep (n + 1) g) = 0 := by
    funext i
    exact addOrderOf_dvd_iff_nsmul_eq_zero.1 ho.dvd
  have hdiv : ∀ k : ℕ, k • toTorus (diagonalStep (n + 1) g) = 0 → g ∣ k := fun k hk => by
    have h0 : k • ((1 / (g : ℝ) : ℝ) : UnitAddCircle) = 0 := congrFun hk 0
    have h1 := addOrderOf_dvd_of_nsmul_eq_zero h0
    rwa [ho] at h1
  have hp : Preserves (fun _ : Unit => diagonalChain (n + 1) g)
      (toTorus (diagonalStep (n + 1) g)) := by
    intro _ x hx
    obtain ⟨k, hk, rfl⟩ := mem_image.1 hx
    have hk' := mem_range.1 hk
    apply mem_image.2
    -- the last atom moves to the first one, every other atom to its neighbour
    by_cases hlt : k + 1 < g
    · exact ⟨k + 1, mem_range.2 hlt, succ_nsmul _ _⟩
    · have hkg : k + 1 = g := by omega
      refine ⟨0, mem_range.2 hg, ?_⟩
      rw [← succ_nsmul, hkg, hz, zero_nsmul]
  have hne : (diagonalChain (n + 1) g).Nonempty :=
    ⟨_, mem_image_of_mem _ (mem_range.2 hg)⟩
  refine ⟨le_antisymm ?_ ?_, hp, ?_⟩
  · exact card_image_le.trans (card_range g).le
  · exact Nat.le_of_dvd hne.card_pos (hdiv _ (species_card_nsmul hp ()))
  · intro k hk
    apply hdiv
    rw [← toTorus_nsmul]
    exact (toTorus_eq_zero_iff _).2 hk

end PrimitiveCellDetection
```

```lean
#print axioms PrimitiveCellDetection.gcd_mul_translation_integral
#print axioms PrimitiveCellDetection.primitive_of_gcd_eq_one
#print axioms PrimitiveCellDetection.card_translations_dvd_gcd
#print axioms PrimitiveCellDetection.diagonalChain_sharp
```

```
'PrimitiveCellDetection.gcd_mul_translation_integral' depends on axioms: [propext, Classical.choice, Quot.sound]
'PrimitiveCellDetection.primitive_of_gcd_eq_one' depends on axioms: [propext, Classical.choice, Quot.sound]
'PrimitiveCellDetection.card_translations_dvd_gcd' depends on axioms: [propext, Classical.choice, Quot.sound]
'PrimitiveCellDetection.diagonalChain_sharp' depends on axioms: [propext, Classical.choice, Quot.sound]
```

## How the declarations describe a crystal

`Torus n` is the unit cell with periodic boundary conditions. A point has $n$ coordinates, each in `UnitAddCircle`, the real numbers modulo 1. The coordinates are fractional, so the lengths and angles of the cell do not enter. `toTorus` reduces a real vector component by component.

The type `σ` holds the species labels, and `X s` is the finite set of positions of species `s`. A label need not be a chemical element: it can also separate atoms of one element that the symmetry should tell apart. As `X s` is a set, two atoms of the same species cannot share a position. Atoms of different species may, since no disjointness is assumed.

`Preserves X τ` states the symmetry as a program would test it: each atom lands on an atom of its own species. `preserves_iff_image_eq` shows that this is the same as mapping each `X s` onto itself. `atomGcd X` is the number $g$; it requires finitely many labels, which is the assumption `[Fintype σ]`.

The main theorem, `gcd_mul_translation_integral`, takes a real vector `t` whose reduction preserves the crystal, and the hypothesis `hX` that some species has an atom. It concludes that $g$ is positive and that there are integers $m_i$ with $g\,t_i=m_i$, as an equation between real numbers. Other species may be empty, which leaves the gcd unchanged. With no atoms at all, $g$ would be zero and integrality would say nothing. The hypothesis `hX` excludes this case and is used only to prove that $g$ is positive.

`primitive_of_gcd_eq_one` is an equivalence: for $g=1$, a vector preserves the crystal if and only if it is an integer vector. `card_translations_dvd_gcd` treats any subgroup `H` of the torus whose elements all preserve the crystal. `Nat.card` assigns 0 to an infinite group, so for a crystal with an atom the divisibility also shows that `H` is finite.

`diagonalChain_sharp` covers the example of equally spaced atoms. Its dimension is written `n + 1` to guarantee at least one coordinate, and its single species is labelled by `Unit`.

## From a permutation of atoms to the gcd

The proof of `preserves_iff_image_eq` contains the counting step. The translated set lies inside `X s` and has the same number of elements because translation is injective, so the two sets are equal.

`species_card_nsmul` is the summation argument. The equation `e` says that the sum of positions is unchanged; it is obtained by replacing `X s` with its translated image and then summing over the original atoms. `sum_add_distrib` and `sum_const` split off the term $N_s\,\tau$, and `add_left_cancel` removes the common sum.

In the main theorem, `addOrderOf (toTorus t)` is the order $d$. `addOrderOf_dvd_of_nsmul_eq_zero` turns $N_s\,\tau=0$ into $d\mid N_s$, and `Finset.dvd_gcd` combines these into $d\mid g$. The way back to real vectors uses two lemmas: `toTorus_nsmul` identifies the reduction of $g\,t$ with $g\,\tau$, and `toTorus_eq_zero_iff` reads zero in the torus as integer components. The case $g=1$ follows the same route, with `one_nsmul` reducing $1\cdot\tau=0$ to $\tau=0$.

For the group theorem, the atoms of one species are sorted by their image in the quotient `Torus n ⧸ H`. `card_eq_sum_card_image` writes $N_s$ as the sum of the class sizes, and `Finset.dvd_sum` reduces the claim to a single class. The map $h\mapsto x+h$ is then shown to be a bijection from `H` to the class of $x$.

The sharpness proof gets the number of atoms in the chain from the summation lemma. The chain has at most $g$ atoms by construction. It is preserved by the diagonal step, so its number of atoms times that step is zero in the torus. As the step has order $g$, that number is a multiple of $g$; it is also positive, and hence equals $g$.

## Exact positions and pure translations

The theorems concern exact real coordinates. A code compares positions within a tolerance, and how far an approximate symmetry may deviate from a multiple of $1/g$ needs an estimate of its own. The file also contains no search algorithm, so it does not certify that a given program finds all symmetry translations or constructs a correct reduced cell.

Only pure translations are treated. Screw axes and glide planes combine a translation with a rotation or reflection, and the translation part of such an operation is not covered. The atom counts must also belong to the cell in whose fractional coordinates $t$ is given.

The crystal could also have been modelled as infinite sets $A_s\subset\mathbb R^n$, each invariant under integer translations and with finitely many atoms per cell. The vector $t$ would then act directly on positions in space, and the definition of a symmetry would need no torus. $N_s$ could then be defined as the number of classes of $A_s$ modulo $\mathbb Z^n$, and the sum would run over chosen representatives. A translated representative agrees with another representative only up to an integer vector, so the summation would give $N_s\,t\in\mathbb Z^n$ in place of $N_s\,\tau=0$. The conclusion about $g\,t$ would be the same. The torus does this bookkeeping in the type of the positions, and it keeps every set in the argument finite.
